# Bounds on the free energy of a harmonically restrained umbrella window, for a spring stiffer than any curvature of the profile

## How wrong is the profile when the spring is soft?

If I take the free energy of a harmonically restrained window as the profile at the restraint centre, my profile is wrong by an amount I can't state. The spring lets the coordinate slide downhill, so on a slope I am partly reading the free energy of somewhere else. My spring has k = 200 k_BT/nm². At one centre the slope is 10 k_BT/nm, and I trust that the curvature stays within ±50 k_BT/nm² everywhere. Is the error a tenth of k_BT or several k_BT? And does correcting for the slope remove it?

## Trapping the profile between two parabolas

Take the spring energy as k/2 times the squared displacement, and subtract the free energy of the spring alone. With your numbers, the restrained value then lies between 0.08 and 0.48 k_BT below the profile. Correcting for the slope does not in general remove the error, because a thermal term of the same order in 1/k can remain. For a parabola of curvature +50 k_BT/nm² the correction even enlarges the error of the value at this centre, from about 0.09 to about 0.16 k_BT. On a parabola, though, the thermal term is the same at every centre, so it drops out of free-energy differences between centres; where the curvature varies, it does not in general.

Let F be the profile along a coordinate s, c the restraint centre and β = 1/(k_BT). The restrained free energy, with the Gaussian normalization of the restraint, is

F_k(c) = −(1/β) ln ∫ √(βk/2π) exp(−β[k(s−c)²/2 + F(s)]) ds.

Suppose |F''| ≤ M < k everywhere: the spring is stiffer than any curvature of the profile, so the restrained potential is convex even on a barrier. Write g = F'(c), and let

P_e(s) = F(c) + g(s−c) + e(s−c)²/2

be the tangent parabola of curvature e.

**F lies between P_(−M) and P_M.** The difference D = F − P_(−M) vanishes at c, and

D'(x) = F'(x) + Mx − (F'(c) + Mc).

Since F'' + M ≥ 0, the function F'(x) + Mx never decreases, so D' ≥ 0 to the right of c and D' ≤ 0 to the left. By the mean value theorem, D(s) = D'(x)(s−c) for some x between c and s, and this is never negative. The same argument for −F gives F ≤ P_M.

**A parabola can be integrated exactly.** With K = k + e > 0 and u = s − c,

ku²/2 + F(c) + gu + eu²/2 = F(c) − g²/(2K) + (K/2)(u + g/K)².

The Gaussian integral and the normalization combine to √(k/K), so the restrained free energy of P_e is

E(e) = F(c) − g²/(2(k+e)) + ln(1 + e/k)/(2β).

**The order carries over.** A higher profile has a smaller Boltzmann weight, hence a smaller integral and a larger free energy. The weight of F is integrable because the integrable weight of P_(−M) dominates it. Therefore

E(−M) ≤ F_k(c) ≤ E(M).

A parabola of curvature −M or M attains the corresponding bound.

**What remains after the slope correction.** Use

g²/(2(k±M)) = g²/(2k) ∓ [M/(k±M)] g²/(2k),

ln(1 + M/k) ≤ M/k ≤ M/(k−M),

ln(1 − M/k) ≥ 1 − k/(k−M) = −M/(k−M).

Since M/(k+M) ≤ M/(k−M), the two bounds give

|F_k(c) − (F(c) − g²/(2k))| ≤ [M/(k−M)] (g²/(2k) + 1/(2β)).

For your window the slope term g²/(2k) is 0.25 k_BT. It is added to the restrained value to correct it, and the error that remains is at most 0.25 k_BT.

## What the Lean statements say

`umbrellaWeight` is the integrand above, and `restrainedFreeEnergy` is F_k(c). The restraint energy carries the factor 1/2; if your program uses κ(s−c)² instead, set k = 2κ. `stiffnessEstimate` is E(e), with the value `A`, slope `g` and curvature `e` as separate arguments.

In `finite_stiffness_error`, `F₁` and `F₂` are F' and F'', tied to `F` by the derivative hypotheses `h₁` and `h₂`. Continuity of F'' is not required, so every C² profile with the stated bound is included. Positivity of k follows from 0 ≤ M < k. The more general `restrainedFreeEnergy_bounds` allows separate curvature limits a ≤ F'' ≤ b, with k > 0 and k + a > 0.

Despite its name, `leading_correction_error` does not say that −F'²/(2k) is the whole correction of order 1/k: the thermal part of its bound is of that order too.

The coordinate runs over the whole real line, so a periodic torsion or a distance confined to positive values needs a separate argument. The bound |F''| ≤ M < k is global, which excludes a steep repulsive wall. The step from this model to a simulation is the identification of F with the exact potential of mean force, obtained by integrating out all other coordinates; sampling error comes on top. The result bears on stiff-spring readings of umbrella windows for one unbounded coordinate with globally bounded curvature.

```lean
import Mathlib

open MeasureTheory

namespace UmbrellaFiniteStiffness

noncomputable section

/-- Boltzmann weight of the profile `F` under a harmonic restraint of stiffness `k` centred at `c`,
with the Gaussian normalization of the restraint; the domain is `β > 0`, `k > 0`. -/
def umbrellaWeight (β k c : ℝ) (F : ℝ → ℝ) : ℝ → ℝ := fun s =>
  Real.sqrt (β * k / (2 * Real.pi)) * Real.exp (-β * (k * (s - c) ^ 2 / 2 + F s))

/-- Restrained free energy `F_k(c)`: minus `1/β` times the logarithm of the integrated umbrella
weight, for `β > 0`, `k > 0` and an integrable weight. -/
def restrainedFreeEnergy (β k : ℝ) (F : ℝ → ℝ) (c : ℝ) : ℝ :=
  -Real.log (∫ s, umbrellaWeight β k c F s) / β

/-- The parabola with value `A`, slope `g` and curvature `e` at the point `c`. -/
def parabola (c A g e : ℝ) : ℝ → ℝ := fun s => A + g * (s - c) + e / 2 * (s - c) ^ 2

/-- The estimate `A - g²/(2(k + e)) + ln(1 + e/k)/(2β)` built from the value `A`, slope `g` and
curvature `e` of a profile; the domain is `β > 0`, `k > 0`, `k + e > 0`. -/
def stiffnessEstimate (β k A g e : ℝ) : ℝ :=
  A - g ^ 2 / (2 * (k + e)) + Real.log (1 + e / k) / (2 * β)

/-- A profile whose curvature is at least `a` everywhere lies above its tangent parabola of
curvature `a`. -/
theorem parabola_le_profile {F F₁ F₂ : ℝ → ℝ} {a : ℝ}
    (h₁ : ∀ x, HasDerivAt F (F₁ x) x) (h₂ : ∀ x, HasDerivAt F₁ (F₂ x) x)
    (ha : ∀ x, a ≤ F₂ x) (c s : ℝ) : parabola c (F c) (F₁ c) a s ≤ F s := by
  -- the slope in excess of the parabola's slope is monotone
  have hd : ∀ x, HasDerivAt (fun x => F₁ x - a * x) (F₂ x - a) x := fun x =>
    ((h₂ x).fun_sub ((hasDerivAt_id' x).const_mul a)).congr_deriv (by ring)
  have hmono : Monotone (fun x => F₁ x - a * x) :=
    monotone_of_deriv_nonneg (fun x => (hd x).differentiableAt)
      (fun x => by rw [(hd x).deriv]; linarith [ha x])
  have hG : ∀ x, HasDerivAt (fun x => F x - a / 2 * ((x - c) * (x - c)))
      (F₁ x - a * (x - c)) x := fun x =>
    ((h₁ x).fun_sub ((((hasDerivAt_id' x).sub_const c).fun_mul
      ((hasDerivAt_id' x).sub_const c)).const_mul (a / 2))).congr_deriv (by ring)
  -- mean value theorem for the profile minus the quadratic part
  have key : ∀ u v, u < v → ∃ x, u < x ∧ x < v ∧ (F₁ x - a * (x - c)) * (v - u) =
      (F v - a / 2 * ((v - c) * (v - c))) - (F u - a / 2 * ((u - c) * (u - c))) := by
    intro u v huv
    obtain ⟨x, hx, e⟩ := exists_hasDerivAt_eq_slope
      (fun x => F x - a / 2 * ((x - c) * (x - c))) (fun x => F₁ x - a * (x - c)) huv
      (fun x _ => (hG x).continuousAt.continuousWithinAt) (fun x _ => hG x)
    exact ⟨x, hx.1, hx.2, (eq_div_iff (sub_pos.2 huv).ne').mp e⟩
  unfold parabola
  rcases lt_trichotomy s c with h | h | h
  · obtain ⟨x, _, hx, e⟩ := key s c h
    have hm : F₁ x - a * x ≤ F₁ c - a * c := hmono hx.le
    nlinarith [mul_nonneg (sub_nonneg.2 hm) (sub_nonneg.2 h.le)]
  · subst h
    simp
  · obtain ⟨x, hx, _, e⟩ := key c s h
    have hm : F₁ c - a * c ≤ F₁ x - a * x := hmono hx.le
    nlinarith [mul_nonneg (sub_nonneg.2 hm) (sub_nonneg.2 h.le)]

/-- A profile whose curvature is at most `b` everywhere lies below its tangent parabola of
curvature `b`. -/
theorem profile_le_parabola {F F₁ F₂ : ℝ → ℝ} {b : ℝ}
    (h₁ : ∀ x, HasDerivAt F (F₁ x) x) (h₂ : ∀ x, HasDerivAt F₁ (F₂ x) x)
    (hb : ∀ x, F₂ x ≤ b) (c s : ℝ) : F s ≤ parabola c (F c) (F₁ c) b s := by
  have h : parabola c (-F c) (-F₁ c) (-b) s ≤ -F s :=
    parabola_le_profile (F := fun x => -F x) (F₁ := fun x => -F₁ x) (F₂ := fun x => -F₂ x)
      (fun x => (h₁ x).fun_neg) (fun x => (h₂ x).fun_neg) (fun x => neg_le_neg (hb x)) c s
  unfold parabola at h ⊢
  linarith

/-- For `β, k, k + e > 0` the umbrella weight of a parabola of curvature `e` is integrable, and its
integral is the Boltzmann factor of the stiffness estimate. -/
theorem integral_weight_parabola {β k e : ℝ} (hβ : 0 < β) (hk : 0 < k) (he : 0 < k + e)
    (c A g : ℝ) : Integrable (umbrellaWeight β k c (parabola c A g e)) ∧
      ∫ s, umbrellaWeight β k c (parabola c A g e) s =
        Real.exp (-β * stiffnessEstimate β k A g e) := by
  have hne : k + e ≠ 0 := he.ne'
  have hb : 0 < β * (k + e) / 2 := half_pos (mul_pos hβ he)
  -- complete the square
  have hw : umbrellaWeight β k c (parabola c A g e) = fun s =>
      (Real.sqrt (β * k / (2 * Real.pi)) * Real.exp (β * g ^ 2 / (2 * (k + e)) - β * A)) *
        Real.exp (-(β * (k + e) / 2) * (s - (c - g / (k + e))) ^ 2) := by
    funext s
    have hx : -β * (k * (s - c) ^ 2 / 2 + (A + g * (s - c) + e / 2 * (s - c) ^ 2)) =
        (β * g ^ 2 / (2 * (k + e)) - β * A) +
          -(β * (k + e) / 2) * (s - (c - g / (k + e))) ^ 2 := by
      field_simp
      ring
    unfold umbrellaWeight parabola
    rw [hx, Real.exp_add, mul_assoc]
  have hG : ∫ s : ℝ, Real.exp (-(β * (k + e) / 2) * (s - (c - g / (k + e))) ^ 2) =
      Real.sqrt (Real.pi / (β * (k + e) / 2)) :=
    (integral_sub_right_eq_self (fun x : ℝ => Real.exp (-(β * (k + e) / 2) * x ^ 2))
      (c - g / (k + e))).trans (integral_gaussian _)
  -- the two Gaussian prefactors combine to the entropic term
  have hS : Real.sqrt (β * k / (2 * Real.pi)) * Real.sqrt (Real.pi / (β * (k + e) / 2)) =
      Real.exp (-Real.log (1 + e / k) / 2) := by
    have hu : 1 + e / k = (k + e) / k := by rw [add_div, div_self hk.ne']
    have hpi := Real.pi_pos
    rw [hu, Real.exp_half, Real.exp_neg, Real.exp_log (div_pos he hk),
      ← Real.sqrt_mul (by positivity)]
    congr 1
    field_simp
  have hL : β * (Real.log (1 + e / k) / (2 * β)) = Real.log (1 + e / k) / 2 := by
    rw [← mul_div_assoc, mul_comm 2 β, mul_div_mul_left _ _ hβ.ne']
  have hE : -β * stiffnessEstimate β k A g e =
      (β * g ^ 2 / (2 * (k + e)) - β * A) + -Real.log (1 + e / k) / 2 := by
    unfold stiffnessEstimate
    linear_combination (-1 : ℝ) * hL
  rw [hw]
  refine ⟨((integrable_exp_neg_mul_sq hb).comp_sub_right _).const_mul _, ?_⟩
  rw [integral_const_mul, hG, hE, Real.exp_add, ← hS]
  ring

/-- For a parabolic profile of curvature `e`, with `β, k, k + e > 0`, the restrained free energy
equals the stiffness estimate. -/
theorem restrainedFreeEnergy_parabola {β k e : ℝ} (hβ : 0 < β) (hk : 0 < k) (he : 0 < k + e)
    (c A g : ℝ) :
    restrainedFreeEnergy β k (parabola c A g e) c = stiffnessEstimate β k A g e := by
  unfold restrainedFreeEnergy
  rw [(integral_weight_parabola hβ hk he c A g).2, Real.log_exp, div_eq_iff hβ.ne']
  ring

/-- At `β, k > 0`, if the curvature of the profile stays between `a` and `b` and `k + a > 0`, the
restrained free energy lies between the stiffness estimates at curvatures `a` and `b`. -/
theorem restrainedFreeEnergy_bounds {F F₁ F₂ : ℝ → ℝ} {β k a b : ℝ} (hβ : 0 < β) (hk : 0 < k)
    (h₁ : ∀ x, HasDerivAt F (F₁ x) x) (h₂ : ∀ x, HasDerivAt F₁ (F₂ x) x)
    (ha : ∀ x, a ≤ F₂ x) (hb : ∀ x, F₂ x ≤ b) (hka : 0 < k + a) (c : ℝ) :
    stiffnessEstimate β k (F c) (F₁ c) a ≤ restrainedFreeEnergy β k F c ∧
      restrainedFreeEnergy β k F c ≤ stiffnessEstimate β k (F c) (F₁ c) b := by
  obtain ⟨ia, va⟩ := integral_weight_parabola hβ hk hka c (F c) (F₁ c)
  obtain ⟨ib, vb⟩ := integral_weight_parabola hβ hk
    (show 0 < k + b by linarith [ha c, hb c]) c (F c) (F₁ c)
  -- a higher profile has a smaller weight
  have anti : ∀ (P Q : ℝ → ℝ) (s : ℝ), P s ≤ Q s →
      umbrellaWeight β k c Q s ≤ umbrellaWeight β k c P s := by
    intro P Q s h
    unfold umbrellaWeight
    refine mul_le_mul_of_nonneg_left (Real.exp_le_exp.mpr ?_) (Real.sqrt_nonneg _)
    nlinarith [mul_le_mul_of_nonneg_left h hβ.le]
  have hA := fun s => anti _ _ s (parabola_le_profile h₁ h₂ ha c s)
  have hB := fun s => anti _ _ s (profile_le_parabola h₁ h₂ hb c s)
  have hF : Continuous F := continuous_iff_continuousAt.2 fun x => (h₁ x).continuousAt
  have hcont : Continuous (umbrellaWeight β k c F) := by
    unfold umbrellaWeight
    fun_prop
  have iF : Integrable (umbrellaWeight β k c F) := by
    refine ia.mono' hcont.aestronglyMeasurable (ae_of_all _ fun s => ?_)
    have h0 : 0 ≤ umbrellaWeight β k c F s :=
      mul_nonneg (Real.sqrt_nonneg _) (Real.exp_pos _).le
    rw [Real.norm_of_nonneg h0]
    exact hA s
  have lo := integral_mono ib iF hB
  have hi := integral_mono iF ia hA
  rw [vb] at lo
  rw [va] at hi
  have hZ := (Real.exp_pos _).trans_le lo
  have lo' := (Real.le_log_iff_exp_le hZ).2 lo
  have hi' := (Real.log_le_iff_le_exp hZ).2 hi
  unfold restrainedFreeEnergy
  constructor
  · rw [le_div_iff₀ hβ]
    linarith
  · rw [div_le_iff₀ hβ]
    linarith

/-- Finite-stiffness error: for `β > 0` and `|F''| ≤ M < k`, the restrained free energy lies between
the stiffness estimates at curvatures `-M` and `M`. -/
theorem finite_stiffness_error {F F₁ F₂ : ℝ → ℝ} {β k M : ℝ} (hβ : 0 < β)
    (h₁ : ∀ x, HasDerivAt F (F₁ x) x) (h₂ : ∀ x, HasDerivAt F₁ (F₂ x) x)
    (hM : ∀ x, |F₂ x| ≤ M) (hMk : M < k) (c : ℝ) :
    F c - F₁ c ^ 2 / (2 * (k + -M)) + Real.log (1 + -M / k) / (2 * β)
        ≤ restrainedFreeEnergy β k F c ∧
      restrainedFreeEnergy β k F c
        ≤ F c - F₁ c ^ 2 / (2 * (k + M)) + Real.log (1 + M / k) / (2 * β) :=
  restrainedFreeEnergy_bounds hβ (((abs_nonneg _).trans (hM c)).trans_lt hMk) h₁ h₂
    (fun x => (abs_le.1 (hM x)).1) (fun x => (abs_le.1 (hM x)).2) (by linarith) c

/-- For `β > 0` and `|F''| ≤ M < k`, the restrained free energy differs from `F - F'²/(2k)` at the
centre by at most `M/(k - M)` times `F'²/(2k) + 1/(2β)`. -/
theorem leading_correction_error {F F₁ F₂ : ℝ → ℝ} {β k M : ℝ} (hβ : 0 < β)
    (h₁ : ∀ x, HasDerivAt F (F₁ x) x) (h₂ : ∀ x, HasDerivAt F₁ (F₂ x) x)
    (hM : ∀ x, |F₂ x| ≤ M) (hMk : M < k) (c : ℝ) :
    |restrainedFreeEnergy β k F c - (F c - F₁ c ^ 2 / (2 * k))| ≤
      M / (k - M) * (F₁ c ^ 2 / (2 * k) + 1 / (2 * β)) := by
  obtain ⟨lo, hi⟩ := finite_stiffness_error hβ h₁ h₂ hM hMk c
  have hM0 : 0 ≤ M := (abs_nonneg _).trans (hM c)
  have hk : 0 < k := hM0.trans_lt hMk
  have hd : 0 < k - M := sub_pos.2 hMk
  have hβ' : 0 ≤ 1 / (2 * β) := by positivity
  have hg : 0 ≤ F₁ c ^ 2 / (2 * k) := by positivity
  -- change of the slope term when the stiffness `k` is replaced by `q`
  have split : ∀ q : ℝ, 0 < q → F₁ c ^ 2 / (2 * q) =
      F₁ c ^ 2 / (2 * k) - (q - k) / q * (F₁ c ^ 2 / (2 * k)) := by
    intro q hq
    rw [eq_sub_iff_add_eq, div_mul_div_comm, div_add_div _ _ (by positivity) (by positivity),
      div_eq_div_iff (by positivity) (by positivity)]
    ring
  have s₁ := split (k - M) hd
  have s₂ := split (k + M) (by linarith)
  rw [show k - M - k = -M by ring, neg_div] at s₁
  rw [show k + M - k = M by ring] at s₂
  have r₁ : M / (k + M) ≤ M / (k - M) := div_le_div_of_nonneg_left hM0 hd (by linarith)
  have r₂ : M / k ≤ M / (k - M) := div_le_div_of_nonneg_left hM0 hd (by linarith)
  -- elementary bounds on the two logarithms
  have l₁ : -(M / (k - M)) ≤ Real.log (1 + -M / k) := by
    have hu : 1 + -M / k = (k - M) / k := by rw [sub_div, div_self hk.ne', neg_div]; ring
    have hv : M / (k - M) = k / (k - M) - 1 := by
      rw [div_sub_one hd.ne']
      congr 1
      ring
    have h := Real.one_sub_inv_le_log_of_pos (div_pos hd hk)
    rw [inv_div] at h
    rw [hu]
    linarith
  have l₂ : Real.log (1 + M / k) ≤ M / (k - M) := by
    have h := Real.log_le_sub_one_of_pos (show 0 < 1 + M / k by positivity)
    linarith
  have t₁ := mul_le_mul_of_nonneg_right l₁ hβ'
  have t₂ := mul_le_mul_of_nonneg_right l₂ hβ'
  have t₃ := mul_le_mul_of_nonneg_right r₁ hg
  rw [← sub_eq_add_neg k M, s₁, div_eq_mul_one_div (Real.log _)] at lo
  rw [s₂, div_eq_mul_one_div (Real.log _)] at hi
  rw [abs_le]
  constructor <;> linarith

end

end UmbrellaFiniteStiffness
```

```lean
#print axioms UmbrellaFiniteStiffness.restrainedFreeEnergy_parabola
#print axioms UmbrellaFiniteStiffness.restrainedFreeEnergy_bounds
#print axioms UmbrellaFiniteStiffness.leading_correction_error
```

```
'UmbrellaFiniteStiffness.restrainedFreeEnergy_parabola' depends on axioms: [propext, Classical.choice, Quot.sound]
'UmbrellaFiniteStiffness.restrainedFreeEnergy_bounds' depends on axioms: [propext, Classical.choice, Quot.sound]
'UmbrellaFiniteStiffness.leading_correction_error' depends on axioms: [propext, Classical.choice, Quot.sound]
```

## From the parabolas to the logarithm in Lean

`parabola_le_profile` proves the lower parabola bound for any curvature limit `a`. Its `hmono` is the monotonicity of F'(x) − ax, and `key` is the mean value theorem for F minus the quadratic part. The cases s < c, s = c and s > c are then treated separately, and in the two outer cases `nlinarith` is given the product of the slope inequality and the distance from c. `profile_le_parabola` applies this result to −F.

In `integral_weight_parabola`, `hw` completes the square, `hG` shifts and evaluates the Gaussian integral, and `hS` turns the two prefactors into the logarithmic term. Taking the logarithm gives `restrainedFreeEnergy_parabola`.

In `restrainedFreeEnergy_bounds`, `anti` reverses the order from profiles to weights. Domination gives integrability in `iF`, and `integral_mono` compares the integrals. The lower integral is an exponential, so the middle one is positive and its logarithm can be compared. `finite_stiffness_error` sets a = −M and b = M.

For the last theorem, `split` rewrites the slope term at the shifted stiffness, `l₁` and `l₂` bound the logarithms, and `linarith` adds the pieces.
